# Pair-number fluctuations reduce the BCS pairing mean in a degenerate shell by K(W − K)/W

**Q:** Take a degenerate shell with W levels, each holding at most one pair of fermions in time-reversed states. An isolated system has exactly N pairs, but a BCS state spreads over many pair numbers and gets only the average right. You have a theorem about a binomial average. Why should I read it as a statement about pairing energy?

**A:** Because the operators are defined first, and the average follows from them. With no broken pairs, a configuration is the set s of occupied levels, and a state ψ gives each set a real amplitude. That is the type `Finset (Fin W) → ℝ`. The operators S₋ and S₊ remove and create a pair, summed over levels:

(S₋ψ)(s) = Σ_{i∉s} ψ(s ∪ {i})

(S₊ψ)(s) = Σ_{i∈s} ψ(s \ {i})

```lean
import Mathlib

open Finset

namespace DegenerateShellBCS

noncomputable section

variable {W : ℕ}

/-- The quasi-spin operator `S₋`, which removes one pair, summed over all levels.
A state assigns an amplitude to each set of occupied pair levels. -/
def pairLower (ψ : Finset (Fin W) → ℝ) (s : Finset (Fin W)) : ℝ :=
  ∑ i ∈ sᶜ, ψ (insert i s)

/-- The quasi-spin operator `S₊`, which creates one pair, summed over all levels. -/
def pairRaise (ψ : Finset (Fin W) → ℝ) (s : Finset (Fin W)) : ℝ :=
  ∑ i ∈ s, ψ (s.erase i)

/-- The pairing operator `S₊ S₋`. -/
def pairing (ψ : Finset (Fin W) → ℝ) : Finset (Fin W) → ℝ :=
  pairRaise (pairLower ψ)
```

**Q:** And the two states to be compared?

**A:** In the BCS state each level is occupied with amplitude v and empty with amplitude u, where u² + v² = 1. The other state superposes all N-pair configurations equally. The code gives each of them amplitude 1; normalised, it is 1/√C(W,N). The Hamiltonian is −G S₊S₋, with G the strength of an attraction that scatters pairs equally between all levels. `pairingEnergy` divides by the squared norm, so both energies are proper expectation values.

```lean
/-- The BCS state: each level is occupied with amplitude `v` and empty with amplitude `u`. -/
def bcs (u v : ℝ) (s : Finset (Fin W)) : ℝ := v ^ s.card * u ^ (W - s.card)

/-- The unnormalised uniform superposition of all configurations with `N` pairs. -/
def fixedPairs (N : ℕ) (s : Finset (Fin W)) : ℝ := if s.card = N then 1 else 0

/-- The BCS weight of pair number `k` in a shell of `W` levels. -/
def pairWeight (W : ℕ) (u v : ℝ) (k : ℕ) : ℝ :=
  (W.choose k : ℝ) * v ^ (2 * k) * u ^ (2 * (W - k))

/-- The mean energy of a state under the pairing Hamiltonian `-G S₊ S₋`. -/
def pairingEnergy (G : ℝ) (ψ : Finset (Fin W) → ℝ) : ℝ :=
  -G * (∑ s, ψ s * pairing ψ s) / ∑ s, ψ s ^ 2
```

**Q:** Where does k(W − k + 1) come from?

**A:** From counting. Let ψ(s) = f(k), with k the number of pairs in s. There are W − k empty levels, so

(S₋ψ)(s) = (W − k) f(k + 1).

S₊ then sums over the k ways of removing a level from s. Each smaller set has k − 1 pairs and contributes (W − k + 1) f(k), hence

(S₊S₋ψ)(s) = k(W − k + 1) f(k).

`pairing_apply` does these two counts in the same order. `pairing_fixedPairs` then reads off the eigenvalue N(W − N + 1) for the uniform N-pair state.

```lean
/-- On amplitudes that depend only on the pair number `k`, the pairing operator
multiplies by `k (W - k + 1)`. -/
theorem pairing_apply (f : ℕ → ℝ) (s : Finset (Fin W)) :
    pairing (fun t => f t.card) s = s.card * ((W : ℝ) - s.card + 1) * f s.card := by
  -- removing a pair can be done from each of the `W - |t|` larger configurations
  have lower : ∀ t : Finset (Fin W),
      pairLower (fun r => f r.card) t = ((W : ℝ) - t.card) * f (t.card + 1) := by
    intro t
    have h : ∀ i ∈ tᶜ, f (insert i t).card = f (t.card + 1) := fun i hi => by
      rw [card_insert_of_notMem (mem_compl.mp hi)]
    have hc : t.card ≤ W := by simpa using card_le_univ t
    show ∑ i ∈ tᶜ, f (insert i t).card = _
    rw [sum_congr rfl h, sum_const, card_compl, Fintype.card_fin, nsmul_eq_mul,
      Nat.cast_sub hc]
  have h : ∀ i ∈ s, pairLower (fun r => f r.card) (s.erase i)
      = ((W : ℝ) - s.card + 1) * f s.card := by
    intro i hi
    have e := card_erase_add_one hi
    have e' : ((s.erase i).card : ℝ) = s.card - 1 := by
      rw [← e]; push_cast; ring
    rw [lower, e, e']; ring
  show ∑ i ∈ s, pairLower (fun r => f r.card) (s.erase i) = _
  rw [sum_congr rfl h, sum_const, nsmul_eq_mul]; ring

/-- The uniform state with `N` pairs satisfies the eigenvalue equation of `S₊ S₋`
with eigenvalue `N (W - N + 1)`. -/
theorem pairing_fixedPairs (N : ℕ) (s : Finset (Fin W)) :
    pairing (fixedPairs N) s = N * ((W : ℝ) - N + 1) * fixedPairs N s := by
  have h : pairing (fixedPairs N) s
      = s.card * ((W : ℝ) - s.card + 1) * fixedPairs N s :=
    pairing_apply (fun k => if k = N then 1 else 0) s
  rw [h]
  by_cases hs : s.card = N
  · rw [hs]
  · simp [fixedPairs, hs]
```

**Q:** The BCS state lives on configurations, yet your weights depend only on k.

**A:** C(W,k) configurations share each k, and each has probability v^(2k) u^(2W−2k). Grouping them gives the weight

P(k) = C(W,k) v^(2k) u^(2W−2k).

`sum_card` does the grouping, and `bcs_average` applies it to the BCS state.

```lean
/-- A sum over configurations is a sum over pair numbers with binomial multiplicity. -/
theorem sum_card (g : ℕ → ℝ) :
    ∑ s : Finset (Fin W), g s.card = ∑ k ∈ range (W + 1), (W.choose k : ℝ) * g k := by
  have h : ∑ m ∈ (univ : Finset (Fin W)).powerset, g m.card
      = ∑ m ∈ range ((univ : Finset (Fin W)).card + 1),
        ((univ : Finset (Fin W)).card.choose m) • g m := sum_powerset_apply_card g
  simpa [nsmul_eq_mul] using h

/-- The BCS average of any function of the pair number is its average with the BCS weights. -/
theorem bcs_average (u v : ℝ) (g : ℕ → ℝ) :
    ∑ s : Finset (Fin W), g s.card * bcs u v s ^ 2
      = ∑ k ∈ range (W + 1), pairWeight W u v k * g k := by
  refine (sum_card (fun k => g k * (v ^ k * u ^ (W - k)) ^ 2)).trans
    (sum_congr rfl fun k _ => ?_)
  simp only [pairWeight]
  ring
```

**Q:** Then you need the moments.

**A:** The binomial theorem gives Σ P(k) = (u² + v²)^W = 1. From k C(W,k) = W C(W−1,k−1) the mean is Wv². Applying the identity twice gives ⟨k(k − 1)⟩ = W(W − 1)v⁴, so the variance is

W(W − 1)v⁴ + Wv² − W²v⁴ = Wv²(1 − v²) = Wu²v².

The Lean proof recognises P(k) as a Bernstein polynomial evaluated at v² and takes all three sums from Mathlib.

```lean
/-- The BCS weights sum to one, with mean pair number `W v²` and variance `W u² v²`. -/
theorem pairWeight_moments {u v : ℝ} (huv : u ^ 2 + v ^ 2 = 1) :
    ∑ k ∈ range (W + 1), pairWeight W u v k = 1 ∧
    ∑ k ∈ range (W + 1), pairWeight W u v k * k = W * v ^ 2 ∧
    ∑ k ∈ range (W + 1), pairWeight W u v k * ((k : ℝ) - W * v ^ 2) ^ 2
      = W * u ^ 2 * v ^ 2 := by
  have hu : u ^ 2 = 1 - v ^ 2 := by linarith
  -- the weights are Bernstein polynomials evaluated at `v²`
  have hw : ∀ k, pairWeight W u v k = (bernsteinPolynomial ℝ W k).eval (v ^ 2) := by
    intro k
    unfold pairWeight bernsteinPolynomial
    rw [pow_mul v, pow_mul u, hu]
    simp
  have h0 := congrArg (Polynomial.eval (v ^ 2)) (bernsteinPolynomial.sum ℝ W)
  have h1 := congrArg (Polynomial.eval (v ^ 2)) (bernsteinPolynomial.sum_smul ℝ W)
  have h2 := congrArg (Polynomial.eval (v ^ 2)) (bernsteinPolynomial.variance ℝ W)
  simp only [nsmul_eq_mul, Polynomial.eval_finsetSum, Polynomial.eval_mul,
    Polynomial.eval_natCast, Polynomial.eval_X, Polynomial.eval_sub, Polynomial.eval_pow,
    Polynomial.eval_one] at h0 h1 h2
  refine ⟨(sum_congr rfl fun k _ => hw k).trans h0,
    (sum_congr rfl fun k _ => ?_).trans h1,
    (sum_congr rfl fun k _ => ?_).trans (h2.trans ?_)⟩
  · rw [hw]; ring
  · rw [hw]; ring
  · rw [hu]; ring
```

**Q:** So the correction is just the variance?

**A:** Exactly. Put K = Wv² and expand about K:

k(W − k + 1) = K(W − K + 1) + (W + 1 − 2K)(k − K) − (k − K)².

On averaging, the linear term vanishes and the last gives the variance. Since u² = 1 − K/W, that is K(W − K)/W, and

⟨k(W − k + 1)⟩ = K(W − K + 1) − K(W − K)/W.

In the proof, `expand` is this expansion under the sum and `hvar` rewrites the variance. The real number K enters through `hK : v ^ 2 = K / W`. For W = 0 Lean sets K/0 = 0, which would leave K arbitrary, so `hW` is needed.

```lean
/-- With level occupation `v² = K / W`, the BCS-weighted mean of `k (W - k + 1)` is
`K (W - K + 1)` reduced by `K (W - K) / W`. -/
theorem bcs_mean_pairing {u v K : ℝ} (hW : 0 < W) (huv : u ^ 2 + v ^ 2 = 1)
    (hK : v ^ 2 = K / W) :
    ∑ k ∈ range (W + 1), pairWeight W u v k * (k * ((W : ℝ) - k + 1))
      = K * (W - K + 1) - K * (W - K) / W := by
  have hW0 : (W : ℝ) ≠ 0 := by exact_mod_cast hW.ne'
  have hK' : (W : ℝ) * v ^ 2 = K := by rw [hK, mul_div_cancel₀ _ hW0]
  obtain ⟨h0, h1, h2⟩ := pairWeight_moments (W := W) huv
  rw [hK'] at h1 h2
  -- expand the pairing eigenvalue about the mean pair number
  have expand : ∑ k ∈ range (W + 1), pairWeight W u v k * (k * ((W : ℝ) - k + 1))
      = K * (W - K + 1) * ∑ k ∈ range (W + 1), pairWeight W u v k
        + (W + 1 - 2 * K) * (∑ k ∈ range (W + 1), pairWeight W u v k * k
          - K * ∑ k ∈ range (W + 1), pairWeight W u v k)
        - ∑ k ∈ range (W + 1), pairWeight W u v k * ((k : ℝ) - K) ^ 2 := by
    simp only [mul_sum, ← sum_sub_distrib, ← sum_add_distrib]
    exact sum_congr rfl fun k _ => by ring
  have hvar : (W : ℝ) * u ^ 2 * v ^ 2 = K * (W - K) / W := by
    rw [eq_div_iff hW0, ← hK']
    linear_combination (W : ℝ) ^ 2 * v ^ 2 * huv
  rw [expand, h0, h1, h2, hvar]
  ring
```

**Q:** Now give me the energy.

**A:** Let K be an integer N. The BCS energy is −G times the mean above, and the N-pair energy is −G N(W − N + 1). Subtracting,

E_BCS − E_N = G N(W − N)/W = G N(1 − N/W).

For G > 0 the BCS energy is too high, except in an empty or full shell, where the number doesn't fluctuate. The proof computes both norms and both numerators; `hNW` shows N ≤ W, so the N-pair state is nonzero.

```lean
/-- If the mean pair number of the BCS state is the integer `N`, its pairing energy exceeds
that of the uniform state with exactly `N` pairs by `G N (1 - N / W)`. -/
theorem bcs_energy_error {u v : ℝ} {N : ℕ} (G : ℝ) (hW : 0 < W)
    (huv : u ^ 2 + v ^ 2 = 1) (hN : v ^ 2 = (N : ℝ) / W) :
    pairingEnergy G (bcs (W := W) u v) - pairingEnergy G (fixedPairs (W := W) N)
      = G * N * (1 - (N : ℝ) / W) := by
  have hWp : (0 : ℝ) < W := by exact_mod_cast hW
  have hNW : N ≤ W := by
    have h : (N : ℝ) / W ≤ 1 := by linarith [sq_nonneg u]
    exact_mod_cast (div_le_one hWp).mp h
  -- the BCS state is normalised and its pairing mean is the weighted mean
  have hnorm : ∑ s : Finset (Fin W), bcs u v s ^ 2 = 1 := by
    have h := bcs_average (W := W) u v (fun _ => 1)
    simp only [one_mul, mul_one] at h
    exact h.trans (pairWeight_moments huv).1
  have hbcs : ∑ s : Finset (Fin W), bcs u v s * pairing (bcs u v) s
      = N * ((W : ℝ) - N + 1) - N * ((W : ℝ) - N) / W := by
    rw [← bcs_mean_pairing hW huv hN,
      ← bcs_average u v (fun k => (k : ℝ) * ((W : ℝ) - k + 1))]
    refine sum_congr rfl fun s _ => ?_
    have h : pairing (bcs u v) s = s.card * ((W : ℝ) - s.card + 1) * bcs u v s :=
      pairing_apply (fun k => v ^ k * u ^ (W - k)) s
    rw [h]; ring
  -- the state with `N` pairs has nonzero norm, so its energy is the eigenvalue
  have hfix : ∑ s : Finset (Fin W), fixedPairs N s ^ 2 = (W.choose N : ℝ) := by
    refine (sum_card (fun k => (if k = N then (1 : ℝ) else 0) ^ 2)).trans ?_
    rw [sum_eq_single_of_mem N (mem_range.mpr (by omega))]
    · simp
    · intro k _ hk
      simp [hk]
  have hc : (W.choose N : ℝ) ≠ 0 := by exact_mod_cast (Nat.choose_pos hNW).ne'
  have hexact : ∑ s : Finset (Fin W), fixedPairs N s * pairing (fixedPairs N) s
      = N * ((W : ℝ) - N + 1) * (W.choose N : ℝ) := by
    rw [← hfix, mul_sum]
    exact sum_congr rfl fun s _ => by rw [pairing_fixedPairs]; ring
  unfold pairingEnergy
  rw [hnorm, hbcs, hfix, hexact, ← mul_assoc, mul_div_cancel_right₀ _ hc,
    mul_div_assoc (N : ℝ), sub_div, div_self hWp.ne']
  ring

end

end DegenerateShellBCS
```

```lean
#print axioms DegenerateShellBCS.bcs_mean_pairing
#print axioms DegenerateShellBCS.bcs_energy_error
```

```
'DegenerateShellBCS.bcs_mean_pairing' depends on axioms: [propext, Classical.choice, Quot.sound]
'DegenerateShellBCS.bcs_energy_error' depends on axioms: [propext, Classical.choice, Quot.sound]
```

**Q:** How far does this carry towards a real nucleus or molecule?

**A:** It gives a reference value for testing pairing codes, for one degenerate shell with constant G and no broken pairs. The BCS energy here is the full expectation value, −G(W²u²v² + Wv⁴), so a code that drops the v⁴ term will give a different number. Level splittings and level-dependent couplings are absent. The BCS amplitudes are prescribed, with v² fixed by the mean pair number, and are not derived by minimising the energy. The comparison state is shown to be an eigenstate; that it is the lowest N-pair state for G > 0 is a further fact, which these theorems don't establish.
